# Discarding m Overlap Eigenvectors Keeps Level k Between the Full Levels k and k + m

Suppose the orbital energy at a given place, counted from the lowest, falls after near-dependent orbitals have been removed from a basis. Without a bound on what removal can do, this might pass for a better variational answer. For a fixed Hamiltonian matrix in a finite basis, it is a sign of an error: removing m dimensions never lowers the level at a given place, and raises it no further than the full level m places up.

```lean
import Mathlib

open Matrix
open scoped ComplexOrder

namespace NearDependentOrbitals

noncomputable section
```

## Levels in a non-orthogonal basis

Let H be the Hamiltonian matrix and S the overlap matrix, both of size n. Write ᴴ for the conjugate transpose. The levels E_0 ≤ … ≤ E_(n−1), counted from zero as in Lean, are those for which some square matrix C of orbital coefficients satisfies

H C = S C diag(E),  Cᴴ S C = 1.

`HasLevels H S E` states this, with `Monotone E` for the ordering. Repeated levels are allowed.

```lean
/-- The real numbers `E`, in nondecreasing order, are the levels of `H C = S C E` for a full set
of orbitals `C` that is orthonormal in the overlap `S`. -/
def HasLevels {n : ℕ} (H S : Matrix (Fin n) (Fin n) ℂ) (E : Fin n → ℝ) : Prop :=
  Monotone E ∧ ∃ C : Matrix (Fin n) (Fin n) ℂ,
    H * C = S * C * diagonal (fun i => (E i : ℂ)) ∧ Cᴴ * S * C = 1
```

Canonical orthogonalisation keeps p orthonormal overlap eigenvectors, the columns of V, with eigenvalues s_j > 0, and rescales them:

X = V diag(1/√s_j).

```lean
/-- Canonical orbitals: each overlap eigenvector (column of `V`) is divided by the square root of
its overlap eigenvalue `s j`, for positive `s j`. -/
def canonicalOrbitals {n p : ℕ} (V : Matrix (Fin n) (Fin p) ℂ) (s : Fin p → ℝ) :
    Matrix (Fin n) (Fin p) ℂ :=
  V * diagonal (fun j => (((√(s j))⁻¹ : ℝ) : ℂ))
```

## Comparing one state in two expansions

Let M turn restricted amplitudes b into full amplitudes M b. If Mᴴ diag(d) M = diag(f), sandwiching this identity between bᴴ and b gives an equality of energies before division by the squared norm:

∑_i d_i |(M b)_i|² = ∑_k f_k |b_k|².

```lean
/-- If `M` carries the diagonal energy form `d` to the diagonal form `f`, then a state `b` and its
image `M b` have the same energy. -/
theorem energy_eq {n p : ℕ} {M : Matrix (Fin n) (Fin p) ℂ} {d : Fin n → ℝ} {f : Fin p → ℝ}
    (h : Mᴴ * diagonal (fun i => (d i : ℂ)) * M = diagonal (fun k => (f k : ℂ)))
    (b : Fin p → ℂ) :
    ∑ i, d i * Complex.normSq ((M *ᵥ b) i) = ∑ k, f k * Complex.normSq (b k) := by
  have diag : ∀ {q : ℕ} (a : Fin q → ℝ) (x : Fin q → ℂ),
      star x ⬝ᵥ (diagonal (fun i => (a i : ℂ)) *ᵥ x)
        = ((∑ i, a i * Complex.normSq (x i) : ℝ) : ℂ) := by
    intro q a x
    simp only [dotProduct, Matrix.mulVec_diagonal, Complex.ofReal_sum, Complex.ofReal_mul]
    refine Finset.sum_congr rfl fun i _ => ?_
    rw [Complex.normSq_eq_conj_mul_self, starRingEnd_apply, Pi.star_apply]
    ring
  apply Complex.ofReal_injective
  rw [← diag d (M *ᵥ b), ← diag f b, ← h, Matrix.star_mulVec, ← Matrix.dotProduct_mulVec]
  simp only [Matrix.mulVec_mulVec, Matrix.mul_assoc]
```

Now let a nonzero state have amplitudes x and y in two expansions, with levels a and a′, the same squared norm N = ∑_i |x_i|² = ∑_j |y_j|² and the same energy. If x uses only levels at or above c, and y only levels at or below c′, then

c N ≤ ∑_i a_i |x_i|² = ∑_j a′_j |y_j|² ≤ c′ N.

Dividing by N > 0 gives c ≤ c′.

```lean
/-- Let one nonzero state have two expansions with equal norm and energy. If the first uses only
levels at or above `c` and the second only levels at or below `c'`, then `c ≤ c'`. -/
theorem level_le_of_energy {n p : ℕ} {a : Fin n → ℝ} {a' : Fin p → ℝ} {c c' : ℝ}
    {x : Fin n → ℂ} {y : Fin p → ℂ}
    (hx : ∀ i, x i = 0 ∨ c ≤ a i) (hy : ∀ j, y j = 0 ∨ a' j ≤ c')
    (hN : ∑ i, Complex.normSq (x i) = ∑ j, Complex.normSq (y j))
    (hQ : ∑ i, a i * Complex.normSq (x i) = ∑ j, a' j * Complex.normSq (y j))
    (hpos : 0 < ∑ j, Complex.normSq (y j)) : c ≤ c' := by
  refine le_of_mul_le_mul_right ?_ hpos
  calc c * ∑ j, Complex.normSq (y j) = ∑ i, c * Complex.normSq (x i) := by
        rw [← hN, Finset.mul_sum]
    _ ≤ ∑ i, a i * Complex.normSq (x i) := by
        refine Finset.sum_le_sum fun i _ => ?_
        rcases hx i with h | h
        · simp [h]
        · exact mul_le_mul_of_nonneg_right h (Complex.normSq_nonneg _)
    _ = ∑ j, a' j * Complex.normSq (y j) := hQ
    _ ≤ ∑ j, c' * Complex.normSq (y j) := by
        refine Finset.sum_le_sum fun j _ => ?_
        rcases hy j with h | h
        · simp [h]
        · exact mul_le_mul_of_nonneg_right h (Complex.normSq_nonneg _)
    _ = c' * ∑ j, Complex.normSq (y j) := (Finset.mul_sum _ _ _).symm
```

Set n = p + m, let F_0 ≤ … ≤ F_(p−1) be the restricted levels, and suppose

Mᴴ M = 1,  Mᴴ diag(E) M = diag(F).

For the lower bound, choose b ≠ 0 with

(M b)_r = 0 for r < k,  b_r = 0 for r > k.

These are p − 1 linear conditions on p amplitudes, so such a b exists. It contains full levels from k upwards and restricted levels up to k, hence E_k ≤ F_k. For the upper bound, impose

b_r = 0 for r < k,  (M b)_(r+m) = 0 for r > k,

which gives F_k ≤ E_(k+m).

In the code, `trial` finds b as a null vector of a square matrix whose row k is zero. `Fin.castAdd m k` and `Fin.addNat k m` are the full indices k and k + m.

```lean
/-- Cauchy interlacing for orthonormal orbitals: if an isometry `M` compresses the ordered
levels `E` to the ordered levels `F`, losing `m` dimensions, then `E_k ≤ F_k ≤ E_(k+m)`. -/
theorem isometry_interlace {p m : ℕ} {M : Matrix (Fin (p + m)) (Fin p) ℂ}
    {E : Fin (p + m) → ℝ} {F : Fin p → ℝ} (hE : Monotone E) (hF : Monotone F)
    (h1 : Mᴴ * M = 1)
    (h2 : Mᴴ * diagonal (fun i => (E i : ℂ)) * M = diagonal (fun k => (F k : ℂ))) (k : Fin p) :
    E (Fin.castAdd m k) ≤ F k ∧ F k ≤ E (Fin.addNat k m) := by
  have hN : ∀ b : Fin p → ℂ,
      ∑ i, Complex.normSq ((M *ᵥ b) i) = ∑ j, Complex.normSq (b j) := by
    intro b
    simpa using energy_eq (M := M) (d := fun _ => 1) (f := fun _ => 1) (by simpa using h1) b
  have hpos : ∀ b : Fin p → ℂ, b ≠ 0 → 0 < ∑ j, Complex.normSq (b j) := by
    intro b hb
    obtain ⟨j, hj⟩ := Function.ne_iff.mp hb
    exact Finset.sum_pos' (fun i _ => Complex.normSq_nonneg _)
      ⟨j, Finset.mem_univ j, Complex.normSq_pos.mpr hj⟩
  -- p - 1 linear conditions on p amplitudes leave a nonzero trial state
  have trial : ∀ v : Matrix (Fin p) (Fin p) ℂ,
      ∃ b : Fin p → ℂ, b ≠ 0 ∧ ∀ r, r ≠ k → v r ⬝ᵥ b = 0 := by
    intro v
    obtain ⟨b, hb, h⟩ := Matrix.exists_mulVec_eq_zero_iff.2
      (Matrix.det_eq_zero_of_row_eq_zero (A := Matrix.updateRow v k 0) k (by simp))
    refine ⟨b, hb, fun r hr => ?_⟩
    have e := congrFun h r
    change (Matrix.updateRow v k 0) r ⬝ᵥ b = 0 at e
    rwa [Matrix.updateRow_ne hr] at e
  constructor
  · -- restricted levels up to k, full levels from k on
    obtain ⟨b, hb0, hb⟩ := trial
      (fun r => if r < k then M (Fin.castAdd m r) else Pi.single r 1)
    refine level_le_of_energy (x := M *ᵥ b) (y := b) (fun i => ?_) (fun j => ?_)
      (hN b) (energy_eq h2 b) (hpos b hb0)
    · rcases lt_or_ge i.val k.val with h | h
      · left
        obtain ⟨r, rfl⟩ : ∃ r : Fin p, Fin.castAdd m r = i :=
          ⟨⟨i.val, lt_trans h k.isLt⟩, Fin.ext rfl⟩
        have hr : r < k := h
        have h0 := hb r hr.ne
        simp only [if_pos hr] at h0
        exact h0
      · exact Or.inr (hE (show Fin.castAdd m k ≤ i from h))
    · rcases le_or_gt j k with h | h
      · exact Or.inr (hF h)
      · left
        have h0 := hb j h.ne'
        simp only [if_neg (not_lt_of_ge h.le)] at h0
        simpa using h0
  · -- restricted levels from k on, full levels up to k + m
    obtain ⟨b, hb0, hb⟩ := trial
      (fun r => if k < r then M (Fin.addNat r m) else Pi.single r 1)
    refine level_le_of_energy (x := b) (y := M *ᵥ b) (fun j => ?_) (fun i => ?_)
      (hN b).symm (energy_eq h2 b).symm (by rw [hN b]; exact hpos b hb0)
    · rcases le_or_gt k j with h | h
      · exact Or.inr (hF h)
      · left
        have h0 := hb j h.ne
        simp only [if_neg (not_lt_of_ge h.le)] at h0
        simpa using h0
    · rcases le_or_gt i.val (k.val + m) with h | h
      · exact Or.inr (hE (show i ≤ Fin.addNat k m from h))
      · left
        obtain ⟨r, rfl⟩ : ∃ r : Fin p, Fin.addNat r m = i :=
          ⟨⟨i.val - m, by have := i.isLt; omega⟩, Fin.ext (Nat.sub_add_cancel (by omega))⟩
        have h' : k.val + m < r.val + m := h
        have hr : k < r := Fin.lt_def.mpr (by omega)
        have h0 := hb r hr.ne'
        simp only [if_pos hr] at h0
        exact h0
```

## From orthonormal orbitals to any subspace

For square C, Cᴴ S C = 1 implies S C Cᴴ = 1. If also Cᴴ H C = diag(E), then

H C = S C Cᴴ H C = S C diag(E).

```lean
/-- Orbitals that are orthonormal in `S` and make `H` diagonal, with ordered entries `E`, solve
the generalised eigenproblem with levels `E`. -/
theorem hasLevels_of_diagonal {n : ℕ} {H S C : Matrix (Fin n) (Fin n) ℂ} {E : Fin n → ℝ}
    (hE : Monotone E) (hS : Cᴴ * S * C = 1)
    (hH : Cᴴ * H * C = diagonal (fun i => (E i : ℂ))) : HasLevels H S E := by
  refine ⟨hE, C, ?_, hS⟩
  have h : S * C * Cᴴ = 1 := mul_eq_one_comm.1 (by rw [← Matrix.mul_assoc]; exact hS)
  rw [← hH, Matrix.mul_assoc Cᴴ, ← Matrix.mul_assoc (S * C), h, Matrix.one_mul]
```

Let the columns of X span the retained space, and let D hold the restricted orbital coefficients. Expand these orbitals in the full ones:

M = Cᴴ S X D,  C M = X D.

For A = S and A = H,

Mᴴ (Cᴴ A C) M = Dᴴ (Xᴴ A X) D.

The first case gives Mᴴ M = 1 and the second Mᴴ diag(E) M = diag(F), so the previous bounds apply. The identity is `move` in the proof.

```lean
/-- If the full problem has levels `E`, and its restriction to the span of the columns of `X`, with
`m` dimensions removed, has levels `F`, then `E_k ≤ F_k ≤ E_(k+m)`. -/
theorem levels_interlace {p m : ℕ} {H S : Matrix (Fin (p + m)) (Fin (p + m)) ℂ}
    {X : Matrix (Fin (p + m)) (Fin p) ℂ} {E : Fin (p + m) → ℝ} {F : Fin p → ℝ}
    (hE : HasLevels H S E) (hF : HasLevels (Xᴴ * H * X) (Xᴴ * S * X) F) (k : Fin p) :
    E (Fin.castAdd m k) ≤ F k ∧ F k ≤ E (Fin.addNat k m) := by
  obtain ⟨hEm, C, hC, hCS⟩ := hE
  obtain ⟨hFm, D, hD, hDS⟩ := hF
  -- expand the restricted orbitals X D in the full orbitals C
  obtain ⟨M, hM⟩ : ∃ M : Matrix (Fin (p + m)) (Fin p) ℂ, C * M = X * D :=
    ⟨Cᴴ * S * (X * D), by
      rw [← Matrix.mul_assoc, mul_eq_one_comm.1 hCS, Matrix.one_mul]⟩
  have move : ∀ A : Matrix (Fin (p + m)) (Fin (p + m)) ℂ,
      Mᴴ * (Cᴴ * A * C) * M = Dᴴ * (Xᴴ * A * X) * D := by
    intro A
    calc Mᴴ * (Cᴴ * A * C) * M = (C * M)ᴴ * A * (C * M) := by
          simp only [Matrix.conjTranspose_mul, Matrix.mul_assoc]
      _ = Dᴴ * (Xᴴ * A * X) * D := by
          rw [hM]
          simp only [Matrix.conjTranspose_mul, Matrix.mul_assoc]
  have hCH : Cᴴ * H * C = diagonal (fun i => (E i : ℂ)) := by
    rw [Matrix.mul_assoc, hC, ← Matrix.mul_assoc, ← Matrix.mul_assoc, hCS, Matrix.one_mul]
  have hDH : Dᴴ * (Xᴴ * H * X) * D = diagonal (fun i => (F i : ℂ)) := by
    rw [Matrix.mul_assoc, hD, ← Matrix.mul_assoc, ← Matrix.mul_assoc, hDS, Matrix.one_mul]
  refine isometry_interlace (M := M) hEm hFm ?_ ?_ k
  · have h := move S
    rwa [hCS, hDS, Matrix.mul_one] at h
  · have h := move H
    rwa [hCH, hDH] at h
```

## Existence and uniqueness of the levels

With Vᴴ V = 1 and S V = V diag(s), the canonical orbitals are orthonormal in S:

Xᴴ S X = diag(1/√s_j) diag(s_j) diag(1/√s_j) = 1.

```lean
/-- Canonical orbitals built from orthonormal overlap eigenvectors with positive eigenvalues are
orthonormal in the overlap `S`. -/
theorem canonical_orthonormal {n p : ℕ} {S : Matrix (Fin n) (Fin n) ℂ}
    {V : Matrix (Fin n) (Fin p) ℂ} {s : Fin p → ℝ} (hV : Vᴴ * V = 1)
    (hSV : S * V = V * diagonal (fun j => (s j : ℂ))) (hs : ∀ j, 0 < s j) :
    (canonicalOrbitals V s)ᴴ * S * canonicalOrbitals V s = 1 := by
  unfold canonicalOrbitals
  have hT : (diagonal (fun j => (((√(s j))⁻¹ : ℝ) : ℂ)))ᴴ
      = diagonal (fun j => (((√(s j))⁻¹ : ℝ) : ℂ)) := by
    rw [Matrix.diagonal_conjTranspose]
    congr 1
    funext j
    exact Complex.conj_ofReal _
  calc _ = diagonal (fun j => (((√(s j))⁻¹ : ℝ) : ℂ)) * (Vᴴ * (S * V))
        * diagonal (fun j => (((√(s j))⁻¹ : ℝ) : ℂ)) := by
        rw [Matrix.conjTranspose_mul, hT]
        simp only [Matrix.mul_assoc]
    _ = 1 := by
        rw [hSV, ← Matrix.mul_assoc Vᴴ, hV, Matrix.one_mul, Matrix.diagonal_mul_diagonal,
          Matrix.diagonal_mul_diagonal, ← Matrix.diagonal_one]
        congr 1
        funext j
        have h : (√(s j))⁻¹ * s j * (√(s j))⁻¹ = 1 := by
          rw [mul_right_comm, ← mul_inv, Real.mul_self_sqrt (hs j).le,
            inv_mul_cancel₀ (hs j).ne']
        exact_mod_cast h
```

For Hermitian H and positive definite S, keep all overlap eigenvectors to get W with Wᴴ S W = 1. Diagonalise Wᴴ H W by a unitary U and sort the eigenvalues; the columns of W U, in that order, are the required orbitals. For uniqueness, take X = 1 and m = 0: two lists E and F then satisfy E_k ≤ F_k ≤ E_k.

```lean
/-- A Hermitian `H` and a positive definite overlap `S` have exactly one ordered list of
generalised eigenvalues. -/
theorem existsUnique_levels {n : ℕ} {H S : Matrix (Fin n) (Fin n) ℂ}
    (hH : H.IsHermitian) (hS : S.PosDef) : ∃! E, HasLevels H S E := by
  have key : ∀ (A : Matrix (Fin n) (Fin n) ℂ) (hA : A.IsHermitian),
      ∃ U : Matrix (Fin n) (Fin n) ℂ, Uᴴ * U = 1 ∧
        A * U = U * diagonal (fun i => (hA.eigenvalues i : ℂ)) := by
    intro A hA
    refine ⟨hA.eigenvectorUnitary, Matrix.mem_unitaryGroup_iff'.1 hA.eigenvectorUnitary.2, ?_⟩
    ext i j
    have h := congrFun (hA.mulVec_eigenvectorBasis j) i
    rw [Matrix.mul_diagonal]
    simpa [Matrix.mul_apply, Matrix.mulVec, dotProduct, mul_comm] using h
  -- orthonormalise the basis, then diagonalise H in it
  obtain ⟨V, hV, hSV⟩ := key S hS.isHermitian
  obtain ⟨W, hW⟩ : ∃ W : Matrix (Fin n) (Fin n) ℂ, Wᴴ * S * W = 1 :=
    ⟨_, canonical_orthonormal hV hSV (fun j => hS.eigenvalues_pos j)⟩
  obtain ⟨U, hU, hAU⟩ := key (Wᴴ * H * W) (Matrix.isHermitian_conjTranspose_mul_mul W hH)
  obtain ⟨d, hd⟩ : ∃ d : Fin n → ℝ,
      Wᴴ * H * W * U = U * diagonal (fun i => (d i : ℂ)) := ⟨_, hAU⟩
  have move : ∀ A : Matrix (Fin n) (Fin n) ℂ,
      (W * U)ᴴ * A * (W * U) = Uᴴ * (Wᴴ * A * W * U) := by
    intro A
    simp only [Matrix.conjTranspose_mul, Matrix.mul_assoc]
  -- put the levels in order
  have pick : ∀ A : Matrix (Fin n) (Fin n) ℂ,
      ((W * U).submatrix id (Tuple.sort d))ᴴ * A * (W * U).submatrix id (Tuple.sort d)
        = ((W * U)ᴴ * A * (W * U)).submatrix (Tuple.sort d) (Tuple.sort d) :=
    fun A => rfl
  refine ⟨d ∘ Tuple.sort d, hasLevels_of_diagonal
    (C := (W * U).submatrix id (Tuple.sort d)) (Tuple.monotone_sort d) ?_ ?_, ?_⟩
  · rw [pick, move, hW, Matrix.one_mul, hU]
    exact Matrix.submatrix_one _ (Tuple.sort d).injective
  · rw [pick, move, hd, ← Matrix.mul_assoc, hU, Matrix.one_mul]
    exact Matrix.submatrix_diagonal _ _ (Tuple.sort d).injective
  · -- interlacing with nothing removed gives uniqueness
    have unique : ∀ E F : Fin n → ℝ, HasLevels H S E → HasLevels H S F → F = E := by
      intro E F hE hF
      have hF' : HasLevels ((1 : Matrix (Fin n) (Fin n) ℂ)ᴴ * H * 1)
          ((1 : Matrix (Fin n) (Fin n) ℂ)ᴴ * S * 1) F := by simpa using hF
      funext k
      have h := levels_interlace (p := n) (m := 0)
        (X := (1 : Matrix (Fin n) (Fin n) ℂ)) hE hF' k
      exact le_antisymm h.2 h.1
    intro F hF
    refine unique _ F (hasLevels_of_diagonal
      (C := (W * U).submatrix id (Tuple.sort d)) (Tuple.monotone_sort d) ?_ ?_) hF
    · rw [pick, move, hW, Matrix.one_mul, hU]
      exact Matrix.submatrix_one _ (Tuple.sort d).injective
    · rw [pick, move, hd, ← Matrix.mul_assoc, hU, Matrix.one_mul]
      exact Matrix.submatrix_diagonal _ _ (Tuple.sort d).injective
```

If X has linearly independent columns (`Function.Injective X.mulVec`), Xᴴ S X is positive definite too. Both problems therefore have levels, and these interlace.

```lean
/-- For Hermitian `H`, positive definite `S` and linearly independent columns of `X`, the full and
the restricted problem both have ordered levels, and these obey `E_k ≤ F_k ≤ E_(k+m)`. -/
theorem subspace_levels {p m : ℕ} {H S : Matrix (Fin (p + m)) (Fin (p + m)) ℂ}
    {X : Matrix (Fin (p + m)) (Fin p) ℂ} (hH : H.IsHermitian) (hS : S.PosDef)
    (hX : Function.Injective X.mulVec) :
    ∃ E F, HasLevels H S E ∧ HasLevels (Xᴴ * H * X) (Xᴴ * S * X) F ∧
      ∀ k : Fin p, E (Fin.castAdd m k) ≤ F k ∧ F k ≤ E (Fin.addNat k m) := by
  obtain ⟨E, hE⟩ := (existsUnique_levels hH hS).exists
  obtain ⟨F, hF⟩ := (existsUnique_levels (Matrix.isHermitian_conjTranspose_mul_mul X hH)
    (hS.conjTranspose_mul_mul_same hX)).exists
  exact ⟨E, F, hE, hF, levels_interlace hE hF⟩
```

## The ordinary eigenproblem after the discard

In canonical orbitals the restricted overlap is 1, leaving an ordinary eigenproblem for Xᴴ H X. The bounds hold whichever eigenvectors are discarded. They limit the rise of level k to the gap E_(k+m) − E_k, which may be large, and do not model rounding or a self-consistent change of H.

```lean
/-- Let the `p` columns of `V` be orthonormal overlap eigenvectors with positive eigenvalues `s`, in
a basis of size `p + m`. If the full problem has levels `E` and the ordinary eigenproblem in the
canonical orbitals has levels `F`, then `E_k ≤ F_k ≤ E_(k+m)`. -/
theorem canonical_interlace {p m : ℕ} {H S : Matrix (Fin (p + m)) (Fin (p + m)) ℂ}
    {V : Matrix (Fin (p + m)) (Fin p) ℂ} {s : Fin p → ℝ} {E : Fin (p + m) → ℝ} {F : Fin p → ℝ}
    (hV : Vᴴ * V = 1) (hSV : S * V = V * diagonal (fun j => (s j : ℂ))) (hs : ∀ j, 0 < s j)
    (hE : HasLevels H S E)
    (hF : HasLevels ((canonicalOrbitals V s)ᴴ * H * canonicalOrbitals V s) 1 F) (k : Fin p) :
    E (Fin.castAdd m k) ≤ F k ∧ F k ≤ E (Fin.addNat k m) :=
  levels_interlace (X := canonicalOrbitals V s) hE
    (by rw [canonical_orthonormal hV hSV hs]; exact hF) k
```

Take H = diag(0, 1) and S with diagonal entries 1 and off-diagonal entries 0.6. Then

det(H − E S) = 0.64 E² − E,

so E_0 = 0 and E_1 = 1.5625. Discard the overlap eigenvector with eigenvalue 0.4. The other, (1, 1)/√2, has eigenvalue 1.6, so X = (1, 1)/√3.2 and

F_0 = 1/3.2 = 0.3125,

which lies between E_0 and E_1.

The retained eigenvectors must be normalised. With n = p = 1, H = S = s_0 = 1 and V = 1/2, the canonical formula gives F_0 = 1/4, below E_0 = 1.

## Restrictions that attain the bounds

Select full orbitals by a strictly increasing map f and use their coefficient columns as X. Then

Xᴴ S X = 1,  Xᴴ H X = diag(E_(f(k))).

With n = p + m, f(k) = k attains the lower bound and f(k) = k + m the upper one. These subspaces are spanned by eigenorbitals of the full problem, which need not be overlap eigenvectors.

```lean
/-- If the full problem has levels `E`, then every selection of them by a strictly increasing map
`f` is the exact list of levels of some restriction. -/
theorem levels_attained {n p : ℕ} {H S : Matrix (Fin n) (Fin n) ℂ} {E : Fin n → ℝ}
    (hE : HasLevels H S E) {f : Fin p → Fin n} (hf : StrictMono f) :
    ∃ X : Matrix (Fin n) (Fin p) ℂ, HasLevels (Xᴴ * H * X) (Xᴴ * S * X) (E ∘ f) := by
  obtain ⟨hEm, C, hC, hCS⟩ := hE
  have hCH : Cᴴ * H * C = diagonal (fun i => (E i : ℂ)) := by
    rw [Matrix.mul_assoc, hC, ← Matrix.mul_assoc, ← Matrix.mul_assoc, hCS, Matrix.one_mul]
  -- keep exactly the selected eigenorbitals
  have pick : ∀ A : Matrix (Fin n) (Fin n) ℂ,
      (C.submatrix id f)ᴴ * A * C.submatrix id f = (Cᴴ * A * C).submatrix f f := fun A => rfl
  refine ⟨C.submatrix id f, hasLevels_of_diagonal (C := 1) (hEm.comp hf.monotone) ?_ ?_⟩
  · rw [pick, hCS, Matrix.conjTranspose_one, Matrix.one_mul, Matrix.mul_one]
    exact Matrix.submatrix_one _ hf.injective
  · rw [pick, hCH, Matrix.conjTranspose_one, Matrix.one_mul, Matrix.mul_one]
    exact Matrix.submatrix_diagonal _ _ hf.injective

end

end NearDependentOrbitals
```

```lean
#print axioms NearDependentOrbitals.subspace_levels
#print axioms NearDependentOrbitals.canonical_interlace
#print axioms NearDependentOrbitals.levels_attained
```

```
'NearDependentOrbitals.subspace_levels' depends on axioms: [propext, Classical.choice, Quot.sound]
'NearDependentOrbitals.canonical_interlace' depends on axioms: [propext, Classical.choice, Quot.sound]
'NearDependentOrbitals.levels_attained' depends on axioms: [propext, Classical.choice, Quot.sound]
```
